# Truncation and energy errors in the finite-field specific mass shift

Let \(E(l)\) be the ground energy of \(H+lS\), where \(H\) is an electronic Hamiltonian, \(S=\sum_{i<j}\mathbf p_i\cdot\mathbf p_j\) is the specific mass operator built from the electron momenta \(\mathbf p_i\), and the real parameter \(l\) is the inverse nuclear mass in atomic units. For a step \(h>0\) and computed energies \(g(\pm h)\), the finite-field slope is \((g(h)-g(-h))/(2h)\), and it serves as an estimate of \(E'(0)\). To first order in \(l\), the specific mass shift of the ground energy is \(l\,E'(0)\).

In Lean 4 with Mathlib:

```lean
import Mathlib

open scoped InnerProductSpace

namespace SpecificMassShift

noncomputable section

/-- The finite-field slope `(g(h) - g(-h)) / (2h)` of an energy curve `g`, for `h ≠ 0`. -/
def finiteFieldSlope (g : ℝ → ℝ) (h : ℝ) : ℝ := (g h - g (-h)) / (2 * h)

/-- On `[-h, h]` the energy `E` has successive derivatives `E₁`, `E₂`, `E₃`, and the third
is bounded by `M` in absolute value. -/
structure ThirdDerivBound (E E₁ E₂ E₃ : ℝ → ℝ) (h M : ℝ) : Prop where
  d1 : ∀ x ∈ Set.Icc (-h) h, HasDerivAt E (E₁ x) x
  d2 : ∀ x ∈ Set.Icc (-h) h, HasDerivAt E₁ (E₂ x) x
  d3 : ∀ x ∈ Set.Icc (-h) h, HasDerivAt E₂ (E₃ x) x
  bound : ∀ x ∈ Set.Icc (-h) h, |E₃ x| ≤ M

/-- A function that vanishes at zero and has nonnegative derivative on `[0, h]` is nonnegative
there. -/
theorem nonneg_of_deriv {f f' : ℝ → ℝ} {h : ℝ}
    (hf : ∀ x ∈ Set.Icc 0 h, HasDerivAt f (f' x) x) (h0 : f 0 = 0)
    (hp : ∀ x ∈ Set.Icc 0 h, 0 ≤ f' x) : ∀ x ∈ Set.Icc 0 h, 0 ≤ f x := by
  have hm : MonotoneOn f (Set.Icc 0 h) :=
    monotoneOn_of_deriv_nonneg (convex_Icc 0 h)
      (fun x hx => (hf x hx).continuousAt.continuousWithinAt)
      (fun x hx => (hf x (interior_subset hx)).differentiableAt.differentiableWithinAt)
      (fun x hx => by
        rw [(hf x (interior_subset hx)).deriv]
        exact hp x (interior_subset hx))
  intro x hx
  have := hm ⟨le_rfl, hx.1.trans hx.2⟩ hx hx.1
  linarith

/-- For `h > 0` and third derivative at most `M` in size on `[-h, h]`, the difference
`E(h) - E(-h)` exceeds its linear part `2h E'(0)` by at most `M h³/3`. -/
theorem odd_part_le {E E₁ E₂ E₃ : ℝ → ℝ} {h M : ℝ} (hh : 0 < h)
    (H : ThirdDerivBound E E₁ E₂ E₃ h M) :
    E h - E (-h) - 2 * h * E₁ 0 ≤ M * h ^ 3 / 3 := by
  have refl : ∀ {f : ℝ → ℝ} {d t : ℝ}, HasDerivAt f d (-t) →
      HasDerivAt (fun s => f (-s)) (-d) t := by
    intro f d t hf
    exact (HasDerivAt.comp t hf (hasDerivAt_neg t)).congr_deriv (by ring)
  have pos : ∀ t ∈ Set.Icc 0 h, t ∈ Set.Icc (-h) h :=
    fun t ht => ⟨by linarith [ht.1], ht.2⟩
  have neg : ∀ t ∈ Set.Icc 0 h, -t ∈ Set.Icc (-h) h :=
    fun t ht => ⟨by linarith [ht.2], by linarith [ht.1]⟩
  -- integrate the bound on the third derivative three times
  have k2 := nonneg_of_deriv (h := h) (f := fun t => M * (2 * t) - (E₂ t - E₂ (-t)))
    (f' := fun t => 2 * M - (E₃ t + E₃ (-t)))
    (fun t ht => ((((hasDerivAt_id' t).const_mul 2).const_mul M).fun_sub
      ((H.d3 t (pos t ht)).fun_sub (refl (H.d3 _ (neg t ht))))).congr_deriv (by ring))
    (by simp)
    (fun t ht => by
      have a := (abs_le.mp (H.bound t (pos t ht))).2
      have b := (abs_le.mp (H.bound _ (neg t ht))).2
      linarith)
  have k1 := nonneg_of_deriv (h := h)
    (f := fun t => M * t ^ 2 + 2 * E₁ 0 - (E₁ t + E₁ (-t)))
    (f' := fun t => M * (2 * t) - (E₂ t - E₂ (-t)))
    (fun t ht => by
      have p : HasDerivAt (fun s : ℝ => s ^ 2) (2 * t) t := by
        simpa using hasDerivAt_pow 2 t
      exact (((p.const_mul M).add_const (2 * E₁ 0)).fun_sub
        ((H.d2 t (pos t ht)).fun_add (refl (H.d2 _ (neg t ht))))).congr_deriv (by ring))
    (by simp only [neg_zero]; ring) k2
  have k0 := nonneg_of_deriv (h := h)
    (f := fun t => M / 3 * t ^ 3 + 2 * E₁ 0 * t - (E t - E (-t)))
    (f' := fun t => M * t ^ 2 + 2 * E₁ 0 - (E₁ t + E₁ (-t)))
    (fun t ht => by
      have p : HasDerivAt (fun s : ℝ => s ^ 3) (3 * t ^ 2) t := by
        simpa using hasDerivAt_pow 3 t
      exact (((p.const_mul (M / 3)).fun_add
        ((hasDerivAt_id' t).const_mul (2 * E₁ 0))).fun_sub
        ((H.d1 t (pos t ht)).fun_sub (refl (H.d1 _ (neg t ht))))).congr_deriv (by ring))
    (by simp) k1 h ⟨hh.le, le_rfl⟩
  linarith

/-- If the third derivative of `E` is at most `M` in size on `[-h, h]`, `h > 0`, and the computed
energies at `±h` are accurate to `ε`, the finite-field slope differs from `E'(0)` by at most
`M h²/6 + ε/h`. -/
theorem finiteFieldSlope_error {E E₁ E₂ E₃ g : ℝ → ℝ} {h M ε : ℝ} (hh : 0 < h)
    (H : ThirdDerivBound E E₁ E₂ E₃ h M)
    (hp : |g h - E h| ≤ ε) (hm : |g (-h) - E (-h)| ≤ ε) :
    |finiteFieldSlope g h - E₁ 0| ≤ M * h ^ 2 / 6 + ε / h := by
  have up := odd_part_le hh H
  have Hn : ThirdDerivBound (fun x => -E x) (fun x => -E₁ x) (fun x => -E₂ x)
      (fun x => -E₃ x) h M :=
    ⟨fun x hx => (H.d1 x hx).fun_neg, fun x hx => (H.d2 x hx).fun_neg,
      fun x hx => (H.d3 x hx).fun_neg, fun x hx => by simpa using H.bound x hx⟩
  have low := odd_part_le hh Hn
  have h2 : 0 < 2 * h := by linarith
  have eq : finiteFieldSlope g h - E₁ 0 = (g h - g (-h) - 2 * h * E₁ 0) / (2 * h) := by
    rw [eq_div_iff h2.ne', finiteFieldSlope, sub_mul, div_mul_cancel₀ _ h2.ne']
    ring
  have e : (M * h ^ 2 / 6 + ε / h) * (2 * h) = M * h ^ 3 / 3 + 2 * ε := by
    have := div_mul_cancel₀ ε hh.ne'
    linear_combination 2 * this
  -- truncation and energy noise add up
  obtain ⟨p1, p2⟩ := abs_le.mp hp
  obtain ⟨m1, m2⟩ := abs_le.mp hm
  rw [eq, abs_div, abs_of_pos h2, div_le_iff₀ h2, e, abs_le]
  constructor <;> linarith

/-- Let `h > 0` and `M, ε ≥ 0`. For every rule `A` that estimates the slope from the energies at
`-h`, `0`, `h`, some curve `E` with third derivative at most `M` in size on `[-h, h]` and data
accurate to `ε` at `±h` and exact at `0` give an error of at least `M h²/6 + ε/h`. -/
theorem estimator_lower_bound {h M ε : ℝ} (hh : 0 < h) (hM : 0 ≤ M) (hε : 0 ≤ ε)
    (A : ℝ → ℝ → ℝ → ℝ) :
    ∃ E E₁ E₂ E₃ g : ℝ → ℝ, ThirdDerivBound E E₁ E₂ E₃ h M ∧
      |g h - E h| ≤ ε ∧ |g (-h) - E (-h)| ≤ ε ∧ g 0 = E 0 ∧
      M * h ^ 2 / 6 + ε / h ≤ |A (g (-h)) (g 0) (g h) - E₁ 0| := by
  have cubic : ∀ a b : ℝ, |a| ≤ M → ThirdDerivBound (fun x => a / 6 * x ^ 3 + b * x)
      (fun x => a / 2 * x ^ 2 + b) (fun x => a * x) (fun _ => a) h M := by
    intro a b ha
    refine ⟨fun x _ => ?_, fun x _ => ?_, fun x _ => ?_, fun _ _ => ha⟩
    · have p : HasDerivAt (fun s : ℝ => s ^ 3) (3 * x ^ 2) x := by
        simpa using hasDerivAt_pow 3 x
      exact ((p.const_mul (a / 6)).fun_add ((hasDerivAt_id' x).const_mul b)).congr_deriv
        (by ring)
    · have p : HasDerivAt (fun s : ℝ => s ^ 2) (2 * x) x := by
        simpa using hasDerivAt_pow 2 x
      exact ((p.const_mul (a / 2)).add_const b).congr_deriv (by ring)
    · exact ((hasDerivAt_id' x).const_mul a).congr_deriv (by ring)
  obtain ⟨B, hB⟩ : ∃ B, B = M * h ^ 2 / 6 + ε / h := ⟨_, rfl⟩
  have hBh : B * h = M * h ^ 3 / 6 + ε := by
    have := div_mul_cancel₀ ε hh.ne'
    rw [hB]
    linear_combination this
  rw [← hB]
  -- two opposite cubics share the data `g = 0`; the rule misses one of the slopes by at least `B`
  rcases le_total 0 (A 0 0 0) with hA | hA
  · refine ⟨_, _, _, _, fun _ => 0, cubic M (-B) (abs_of_nonneg hM).le, ?_, ?_, ?_, ?_⟩
    · rw [abs_le]; constructor <;> linarith
    · rw [abs_le]; constructor <;> linarith
    · ring
    · refine le_trans ?_ (le_abs_self _)
      linarith
  · refine ⟨_, _, _, _, fun _ => 0, cubic (-M) B (by rw [abs_neg, abs_of_nonneg hM]),
      ?_, ?_, ?_, ?_⟩
    · rw [abs_le]; constructor <;> linarith
    · rw [abs_le]; constructor <;> linarith
    · ring
    · refine le_trans ?_ (neg_le_abs _)
      linarith

variable {V : Type*} [NormedAddCommGroup V] [InnerProductSpace ℂ V]

/-- The real part of `⟨φ, A φ⟩`. -/
def expectation (A : V →ₗ[ℂ] V) (φ : V) : ℝ := (inner ℂ φ (A φ)).re

/-- The specific mass operator `∑_{i<j} p_i · p_j` of `N` electrons with momentum
components `P i k`. -/
def specificMass {N : ℕ} (P : Fin N → Fin 3 → (V →ₗ[ℂ] V)) : V →ₗ[ℂ] V :=
  ∑ i, ∑ j, if i < j then ∑ k, P i k ∘ₗ P j k else 0

/-- `e` is the infimum of the expectation values of `A` over unit vectors. -/
def IsGroundEnergy (A : V →ₗ[ℂ] V) (e : ℝ) : Prop :=
  IsGLB {x | ∃ φ : V, ‖φ‖ = 1 ∧ expectation A φ = x} e

/-- Hellmann–Feynman theorem for the specific mass operator `S`: if `E(l)` is the ground energy of
`H + l S` for `|l| ≤ h`, `h > 0`, is differentiable at `0`, and the unit vector `ψ` attains `E(0)`,
then `E'(0)` is the expectation value of `S` in `ψ`. -/
theorem hellmann_feynman {N : ℕ} {H : V →ₗ[ℂ] V} {P : Fin N → Fin 3 → (V →ₗ[ℂ] V)}
    {E : ℝ → ℝ} {h d : ℝ} {ψ : V} (hh : 0 < h)
    (hE : ∀ l ∈ Set.Icc (-h) h, IsGroundEnergy (H + (l : ℂ) • specificMass P) (E l))
    (hψ : ‖ψ‖ = 1) (h0 : expectation H ψ = E 0) (hd : HasDerivAt E d 0) :
    d = expectation (specificMass P) ψ := by
  -- the fixed state `ψ` gives a straight line that touches `E` from above at zero
  have ev : ∀ᶠ l in nhds (0 : ℝ), 0 * expectation (specificMass P) ψ - E 0 ≤
      l * expectation (specificMass P) ψ - E l := by
    filter_upwards [Icc_mem_nhds (by linarith : -h < 0) hh] with l hl
    have hv := (hE l hl).1 ⟨ψ, hψ, rfl⟩
    have lin : expectation (H + (l : ℂ) • specificMass P) ψ =
        expectation H ψ + l * expectation (specificMass P) ψ := by
      simp [expectation]
    linarith
  have hmin : IsLocalMin (fun l => l * expectation (specificMass P) ψ - E l) 0 := ev
  have hz := hmin.hasDerivAt_eq_zero
    (((hasDerivAt_id' (0 : ℝ)).mul_const (expectation (specificMass P) ψ)).fun_sub hd)
  linarith

/-- Let `E(l)` be the ground energy of `H + l S` for `|l| ≤ h`, `h > 0`, with third derivative at
most `M` in size, and let the unit vector `ψ` attain `E(0)`. The finite-field slope of energies
accurate to `ε` at `±h` gives the expectation value of the specific mass operator `S` in `ψ` to
within `M h²/6 + ε/h`. -/
theorem specific_mass_error {N : ℕ} {H : V →ₗ[ℂ] V} {P : Fin N → Fin 3 → (V →ₗ[ℂ] V)}
    {E E₁ E₂ E₃ g : ℝ → ℝ} {h M ε : ℝ} {ψ : V} (hh : 0 < h)
    (hE : ∀ l ∈ Set.Icc (-h) h, IsGroundEnergy (H + (l : ℂ) • specificMass P) (E l))
    (hψ : ‖ψ‖ = 1) (h0 : expectation H ψ = E 0) (hD : ThirdDerivBound E E₁ E₂ E₃ h M)
    (hp : |g h - E h| ≤ ε) (hm : |g (-h) - E (-h)| ≤ ε) :
    |finiteFieldSlope g h - expectation (specificMass P) ψ| ≤ M * h ^ 2 / 6 + ε / h := by
  rw [← hellmann_feynman hh hE hψ h0 (hD.d1 0 ⟨by linarith, hh.le⟩)]
  exact finiteFieldSlope_error hh hD hp hm

/-- The operator on a two-level system that multiplies the two amplitudes by `a` and `b`. -/
def levelOp (a b : ℂ) : EuclideanSpace ℂ (Fin 2) →ₗ[ℂ] EuclideanSpace ℂ (Fin 2) where
  toFun φ := !₂[a * φ 0, b * φ 1]
  map_add' x y := by ext i; fin_cases i <;> simp [mul_add]
  map_smul' c x := by ext i; fin_cases i <;> simp [mul_left_comm]

/-- Two electrons on a two-level system with `H = diag(0, 1)` and momenta `diag(1, 0)` along the
first axis have ground energy `l` under `H + l S` for `|l| ≤ 1`, where `S` is the specific mass
operator, and the first level attains it at `l = 0`. -/
theorem specific_mass_witness :
    (∀ l ∈ Set.Icc (-1 : ℝ) 1, IsGroundEnergy (levelOp 0 1 + (l : ℂ) • specificMass
      (fun (_ : Fin 2) (k : Fin 3) => if k = 0 then levelOp 1 0 else 0)) l) ∧
    ‖(!₂[1, 0] : EuclideanSpace ℂ (Fin 2))‖ = 1 ∧
    expectation (levelOp 0 1) !₂[1, 0] = 0 := by
  have hn : ‖(!₂[1, 0] : EuclideanSpace ℂ (Fin 2))‖ = 1 := by
    simp [EuclideanSpace.norm_eq, Fin.sum_univ_two]
  have hS : specificMass (fun (_ : Fin 2) (k : Fin 3) =>
      if k = 0 then levelOp 1 0 else 0) = levelOp 1 0 := by
    have sq : levelOp 1 0 ∘ₗ levelOp 1 0 = levelOp 1 0 := by
      refine LinearMap.ext fun φ => ?_
      ext i
      fin_cases i <;> simp [levelOp]
    simp [specificMass, Fin.sum_univ_two, Fin.sum_univ_three, sq]
  refine ⟨fun l hl => ?_, hn, by simp [expectation, levelOp, PiLp.inner_apply]⟩
  rw [hS]
  have key : ∀ φ : EuclideanSpace ℂ (Fin 2),
      expectation (levelOp 0 1 + (l : ℂ) • levelOp 1 0) φ =
      l * ((φ 0).re ^ 2 + (φ 0).im ^ 2) + ((φ 1).re ^ 2 + (φ 1).im ^ 2) := by
    intro φ
    simp [expectation, levelOp, PiLp.inner_apply, Fin.sum_univ_two]
    ring
  refine IsLeast.isGLB ⟨⟨!₂[1, 0], hn, by rw [key]; simp⟩, ?_⟩
  rintro _ ⟨φ, hφ, rfl⟩
  have hs := EuclideanSpace.norm_sq_eq φ
  rw [hφ, Fin.sum_univ_two, Complex.sq_norm, Complex.sq_norm, Complex.normSq_apply,
    Complex.normSq_apply] at hs
  have hb : 0 ≤ (1 - l) * ((φ 1).re ^ 2 + (φ 1).im ^ 2) :=
    mul_nonneg (by linarith [hl.2]) (by positivity)
  have e : l * ((φ 0).re ^ 2 + (φ 0).im ^ 2) + ((φ 1).re ^ 2 + (φ 1).im ^ 2) =
      l + (1 - l) * ((φ 1).re ^ 2 + (φ 1).im ^ 2) := by
    linear_combination -l * hs
  rw [key, e]
  linarith

end

end SpecificMassShift
```

```lean
#print axioms SpecificMassShift.estimator_lower_bound
#print axioms SpecificMassShift.specific_mass_error
```

```
'SpecificMassShift.estimator_lower_bound' depends on axioms: [propext, Classical.choice, Quot.sound]
'SpecificMassShift.specific_mass_error' depends on axioms: [propext, Classical.choice, Quot.sound]
```

## The bound and its optimality

Suppose that \(|E'''|\le M\) on \([-h,h]\), that the computed energies at \(\pm h\) are accurate to \(\varepsilon\), and that a normalised state \(\psi\) attains \(E(0)\). Then `specific_mass_error` states

\[
\left|\frac{g(h)-g(-h)}{2h}-\langle\psi,S\psi\rangle\right|\le \frac{Mh^2}{6}+\frac{\varepsilon}{h}.
\]

The first term bounds the truncation error of the central difference, and the second bounds the effect of the energy errors. This second bound is reached when the errors at \(h\) and \(-h\) have size \(\varepsilon\) and opposite signs; an error common to both energies cancels in the difference. The theorem `finiteFieldSlope_error` gives the same bound on the distance from \(E'(0)\) for any energy curve with such a third derivative, whether or not it comes from a Hamiltonian.

For \(M,\varepsilon\ge 0\), `estimator_lower_bound` takes an arbitrary function `A` of the three numbers \(g(-h),g(0),g(h)\). It produces a curve with \(|E'''|\le M\) and admissible data on which `A` misses \(E'(0)\) by at least \(Mh^2/6+\varepsilon/h\), even though the energy at \(0\) is exact. The finite-field slope is one such function, so its bound is attained. This optimality concerns the class of curves with the given third-derivative bound; the curves in the proof are chosen without reference to any \(H+lS\), and for \(M>0\) they are not concave on \([-h,h]\), as a ground energy would be.

## What the objects stand for

The space `V` is a complex inner product space, and `H` and the momentum components `P i k` are linear maps defined on all of it. This suits the space spanned by all products of a finite set of orthonormal spin orbitals, where the matrix of \(\mathbf p_i\cdot\mathbf p_j\) is built from the one-electron momentum matrices. In a correlated basis, the product of the projected momenta generally differs from the projected operator \(\mathbf p_i\cdot\mathbf p_j\). The domains of unbounded operators are not treated. The electrons are numbered by `Fin N` and the Cartesian axes by `Fin 3`, both from zero. `specificMass P` sums over pairs \(i<j\), so each pair counts once.

`expectation` is the real part of \(\langle\varphi,A\varphi\rangle\), which is the usual expectation value when \(A\) is Hermitian. Neither Hermiticity nor commutation relations are assumed. `IsGroundEnergy` defines the ground energy as the infimum over all unit vectors of `V`. Antisymmetry is not imposed, and since a single electron's momentum does not preserve the antisymmetric subspace, `V` cannot in general be taken to be that subspace. The infimum can therefore lie below the physical ground energy. In the finite product space above, the theorems still cover the antisymmetric ground state of a Hermitian \(H\) that is symmetric under exchange of electrons. For this, a large enough positive multiple of the projector onto the orthogonal complement of the antisymmetric subspace is added to \(H\). This leaves the energies of antisymmetric states unchanged and makes the infimum the antisymmetric ground energy for all \(|l|\le h\).

The ground energy is needed only for \(|l|\le h\), where the infimum must be finite. It must be attained at \(l=0\), but not at the other field values. The Hamiltonian \(H\) stays fixed as \(l\) varies, so the slope isolates the specific mass term from the normal mass shift. Negative \(l\) is a numerical field value and not a physical mass.

`ThirdDerivBound` supplies the derivatives \(E_1,E_2,E_3\) of \(E\) on \([-h,h]\) and the bound on \(E_3\). The constant \(M\) is an upper bound on the size of the third-order response of the energy to the specific mass term \(lS\). It is assumed, not derived from \(H\), and so is the smoothness of \(E\), which a level crossing can destroy. The constant \(\varepsilon\) is an upper bound on the distance of each computed energy from the exact ground energy of the model. It has to cover every source of error, such as incomplete convergence or an approximate treatment of correlation.

In finite-field calculations of isotope shifts, the result bounds the error of the estimated specific mass expectation value in terms of step size and energy accuracy, for a ground state of this model with a known bound on the third derivative.

The theorem `specific_mass_witness` gives a small example of the ground-state hypotheses. With \(H=\mathrm{diag}(0,1)\) and both momenta equal to \(\mathrm{diag}(1,0)\) along the first axis, \(S=\mathrm{diag}(1,0)\) and \(H+lS=\mathrm{diag}(l,1)\). For \(|l|\le1\) the ground energy is \(l\), and the normalised state \((1,0)\) attains it at \(l=0\). These matrices are an algebraic illustration, not a model of an atom.

## Three integrations and the energy error

Only the odd part of \(E\) enters the slope. For \(0\le t\le h\), define

\[
\begin{aligned}
f_2(t)&=2Mt-\bigl(E_2(t)-E_2(-t)\bigr),\\
f_1(t)&=Mt^2+2E_1(0)-\bigl(E_1(t)+E_1(-t)\bigr),\\
f_0(t)&=\tfrac{M}{3}t^3+2E_1(0)t-\bigl(E(t)-E(-t)\bigr).
\end{aligned}
\]

All three vanish at \(t=0\). The bound on \(E_3\) gives \(f_2'(t)=2M-E_3(t)-E_3(-t)\ge0\), so \(f_2\ge0\). Since \(f_1'=f_2\) and \(f_0'=f_1\), it follows in turn that \(f_1\ge0\) and \(f_0\ge0\). At \(t=h\) this reads

\[
E(h)-E(-h)-2hE_1(0)\le \frac{Mh^3}{3}.
\]

In `odd_part_le`, the steps `k2`, `k1` and `k0` are these three inequalities, each obtained from `nonneg_of_deriv`, which uses monotonicity to pass from a nonnegative derivative to a nonnegative function.

The same argument for \(-E\) gives the opposite inequality, so the left side is at most \(Mh^3/3\) in absolute value. Replacing \(E(\pm h)\) by \(g(\pm h)\) changes the difference by at most \(2\varepsilon\):

\[
|g(h)-g(-h)-2hE_1(0)|\le \frac{Mh^3}{3}+2\varepsilon.
\]

Division by \(2h\) gives the bound. The proof of `finiteFieldSlope_error` multiplies the claim by \(2h\) instead, and `linarith` combines the two one-sided estimates with the energy errors.

## From the slope to the expectation value

Write \(s=\langle\psi,S\psi\rangle\). The state \(\psi\) is a trial state for every \(|l|\le h\), so

\[
E(l)\le\langle\psi,(H+lS)\psi\rangle=E(0)+ls.
\]

Hence \(ls-E(l)\ge -E(0)\), with equality at \(l=0\). The function \(ls-E(l)\) has a local minimum there, its derivative \(s-E'(0)\) vanishes, and \(E'(0)=s\). This is `hellmann_feynman`: `ev` is the variational inequality near zero, and `hmin.hasDerivAt_eq_zero` is the vanishing derivative. No derivative of the wavefunction is needed. The theorem `specific_mass_error` substitutes this equality into the slope bound.

## Two cubics with the same data

Set \(B=Mh^2/6+\varepsilon/h\) and consider

\[
E_\pm(x)=\pm\left(\frac{M}{6}x^3-Bx\right).
\]

Their third derivatives are \(\pm M\). Because \(Bh=Mh^3/6+\varepsilon\), their values at \(\pm h\) have size \(\varepsilon\), and both vanish at \(0\). The data \(g=0\) are therefore admissible for both, while \(E_\pm'(0)=\mp B\).

From these data any rule returns the single number \(a=A(0,0,0)\). If \(a\ge0\), its distance from \(-B\) is at least \(B\); if \(a\le0\), its distance from \(B\) is at least \(B\). In the proof, `cubic` checks the derivatives, `hBh` is the identity for \(Bh\), and `rcases le_total` separates the two signs of \(a\).
